# For a translation-invariant Hamiltonian on a finite periodic lattice with one orbital per cell, a point operation is a symmetry exactly when it preserves every band energy

Take a ring of three sites, numbered $0,1,2$ modulo 3, with one complex amplitude $f(x)$ on each site. An operator that treats all sites alike has the form
$$(Hf)(x) = p\,f(x) + q\,f(x+1) + r\,f(x-1),$$
with complex numbers $p,q,r$. Put $\omega = e^{2\pi i/3}$ and try the waves $\chi_k(x)=\omega^{kx}$ for $k=0,1,2$. A step to a neighbour only multiplies $\chi_k$ by a phase, so each wave is an eigenvector, with energy
$$E_k = p + q\,\omega^{k} + r\,\omega^{-k}.$$
Inversion, $x\mapsto -x$, exchanges $\chi_1$ and $\chi_2$ and leaves $\chi_0$ alone. Since $E_1-E_2=(q-r)(\omega-\omega^2)$, the two energies agree exactly when $q=r$. That is also exactly the condition for $H$ to commute with inversion, which turns a step of $+1$ into a step of $-1$.

The same equivalence holds for every finite abelian group $A$ of lattice points and every linear $H$ that commutes with all translations. In a non-interacting model with one orbital per cell and periodic boundary conditions, it lets one compute the energy at one wave vector and copy it to all those related to it by symmetry.

## Lattice, translations and point operations

```lean
import Mathlib

open Module

namespace BlochStarDegeneracy

noncomputable section

variable {A : Type*} [AddCommGroup A]
```

Here `A` is any abelian group, written additively. Its elements are the lattice points, and they are also the translations. Born–von Karman boundary conditions make the group finite, for example $\mathbb Z/N_1\times\mathbb Z/N_2\times\mathbb Z/N_3$. Finiteness is not assumed yet; the theorems that need it say so.

```lean
/-- The translation operator, which sends a wave function `f` to `x ↦ f (x + a)`. -/
def translate (a : A) : End ℂ (A → ℂ) := LinearMap.funLeft ℂ ℂ (fun x => x + a)
```

A wave function is a function from `A` to the complex numbers, of type `A → ℂ`. The type `End ℂ (A → ℂ)` consists of the linear operators on such functions. This definition introduces the translation operator $T_a$, with $(T_af)(x)=f(x+a)$. It moves the graph of $f$ by $-a$; as all translations are used together, the sign has no effect on the results.

```lean
/-- The point operation, which sends a wave function `f` to `x ↦ f (R x)`. -/
def pointOp (R : A ≃+ A) : End ℂ (A → ℂ) := LinearMap.funLeft ℂ ℂ (fun x => R x)
```

The symbol `A ≃+ A` stands for the invertible maps $R$ of the lattice to itself that respect addition. The operator $P_R$ acts by $(P_Rf)(x)=f(Rx)$. Such an $R$ always fixes the origin, so screw axes and glide planes are not included, and neither is time reversal, which is antilinear. Lengths play no role, so $R$ need not be a rotation or reflection in space.

```lean
/-- The Hamiltonian commutes with every lattice translation. -/
def TranslationInvariant (H : End ℂ (A → ℂ)) : Prop :=
  ∀ (a : A) (f : A → ℂ), H (translate a f) = translate a (H f)

/-- The Hamiltonian commutes with the point operation `R`. -/
def PointSymmetric (H : End ℂ (A → ℂ)) (R : A ≃+ A) : Prop :=
  ∀ f : A → ℂ, H (pointOp R f) = pointOp R (H f)
```

These are two conditions on $H$, each stated for every wave function $f$:
$$HT_af=T_aHf\ \text{ for all } a, \qquad HP_Rf=P_RHf.$$
`Prop` marks a statement that may be true or false; a theorem takes it as a hypothesis when it needs it. The operator $H$ is linear but not assumed Hermitian, so its energies may be complex.

## Wave vectors as characters

```lean
/-- The character `χ ∘ R`, obtained by composing `χ` with the point operation `R`. -/
def rotate (R : A ≃+ A) (χ : AddChar A ℂ) : AddChar A ℂ :=
  χ.compAddMonoidHom R.toAddMonoidHom
```

A character, of type `AddChar A ℂ`, is a function $\chi$ with $\chi(0)=1$ and $\chi(x+y)=\chi(x)\chi(y)$. On a finite lattice its values are phases, and $\chi(x)=e^{ik\cdot x}$ is the familiar form, so a character is a wave vector $k$ in the Brillouin zone. The definition `rotate R χ` is the character $\chi\circ R$. When $R$ is a rotation in space, $k\cdot Rx=(R^{-1}k)\cdot x$, so the wave vector is turned by $R^{-1}$. The inverse of a symmetry is again a symmetry, so the set of wave vectors reached from $\chi$ is the same in either convention.

The wave functions live on lattice points only. A Bloch wave is therefore the pure phase $\chi$, without the cell-periodic factor that it carries in continuous space.

```lean
/-- The band energy at `χ`: the value at the origin of `H` applied to the Bloch wave `χ`. -/
def bandEnergy (H : End ℂ (A → ℂ)) (χ : AddChar A ℂ) : ℂ := H (⇑χ) 0
```

The band energy is defined as $E(\chi)=(H\chi)(0)$. The arrow in `⇑χ` says that the character is now read as an ordinary function. At this point $E(\chi)$ is only a number attached to $\chi$; that it is an eigenvalue is proved below. The definition relies on $\chi(0)=1$. For the normalised state $\varphi=\chi/\sqrt{|A|}$ on a finite lattice, the same number is $(H\varphi)(0)/\varphi(0)$.

```lean
theorem translate_apply (a : A) (f : A → ℂ) (x : A) : translate a f x = f (x + a) := rfl
```

This records the formula for $T_a$. The proof `rfl` means that both sides agree by definition.

## Bloch waves are eigenvectors

```lean
/-- A translation by `a` multiplies the Bloch wave `χ` by the phase `χ a`. -/
theorem translate_character (a : A) (χ : AddChar A ℂ) :
    translate a (⇑χ) = χ a • (⇑χ : A → ℂ) := by
  funext x
  show χ (x + a) = χ a * χ x
  rw [AddChar.map_add_eq_mul, mul_comm]
```

By hand, this is one line:
$$(T_a\chi)(x)=\chi(x+a)=\chi(x)\chi(a)=\chi(a)\,\chi(x).$$
In Lean, `funext x` reduces an equation between functions to an equation at each point $x$, and `rw` replaces $\chi(x+a)$ by the product.

```lean
/-- Every character is an eigenvector of a translation-invariant Hamiltonian, and its eigenvalue
is the band energy. -/
theorem character_eigenvector {H : End ℂ (A → ℂ)} (hH : TranslationInvariant H)
    (χ : AddChar A ℂ) : H (⇑χ) = bandEnergy H χ • (⇑χ : A → ℂ) := by
  funext x
  -- compare both orders of `H` and the translation by `x` at the origin
  have h := congrFun (hH x (⇑χ)) 0
  rw [translate_character, map_smul, translate_apply, zero_add, Pi.smul_apply,
    smul_eq_mul] at h
  show H (⇑χ) x = H (⇑χ) 0 * χ x
  linear_combination -h
```

The claim is $H\chi=E(\chi)\chi$. Fix a point $x$, and evaluate $HT_x\chi=T_xH\chi$ at the origin. On the left, $T_x\chi=\chi(x)\chi$, and linearity gives
$$(HT_x\chi)(0)=\chi(x)\,(H\chi)(0)=\chi(x)\,E(\chi).$$
On the right,
$$(T_xH\chi)(0)=(H\chi)(0+x)=(H\chi)(x).$$
Hence $(H\chi)(x)=E(\chi)\chi(x)$ for every $x$.

The line beginning `have h` states the commutation relation at the origin, and the `rw` that follows simplifies its two sides as above. The last tactic, `linear_combination -h`, obtains the goal from `h` by ordinary algebra. The braces around `H` let Lean infer the operator from the hypothesis `hH`.

## A symmetry preserves the band energy

```lean
/-- A point symmetry of the Hamiltonian leaves the band energy unchanged. -/
theorem bandEnergy_rotate {H : End ℂ (A → ℂ)} {R : A ≃+ A} (hR : PointSymmetric H R)
    (χ : AddChar A ℂ) : bandEnergy H (rotate R χ) = bandEnergy H χ := by
  have h : H (⇑(rotate R χ)) 0 = H (⇑χ) (R 0) := congrFun (hR (⇑χ)) 0
  -- the origin is a fixed point of `R`
  rw [map_zero] at h
  exact h
```

Since $P_R\chi=\chi\circ R$, commutation of $H$ with $P_R$ gives
$$E(\chi\circ R)=(HP_R\chi)(0)=(P_RH\chi)(0)=(H\chi)(R0)=(H\chi)(0)=E(\chi).$$
The step `map_zero` is $R0=0$. Translation invariance is not used here; it is needed to read the two numbers as eigenvalues.

## The eigenbasis and the converse

```lean
/-- For a translation-invariant Hamiltonian on a finite periodic lattice the characters form a
basis of eigenvectors, and a point operation commutes with the Hamiltonian exactly when it
preserves all band energies. -/
theorem bloch_basis_and_band_symmetry [Finite A] {H : End ℂ (A → ℂ)}
    (hH : TranslationInvariant H) :
    (∃ b : Basis (AddChar A ℂ) ℂ (A → ℂ),
      ∀ χ, b χ = ⇑χ ∧ H (b χ) = bandEnergy H χ • b χ) ∧
    ∀ R : A ≃+ A, PointSymmetric H R ↔
      ∀ χ, bandEnergy H (rotate R χ) = bandEnergy H χ := by
  refine ⟨⟨AddChar.complexBasis A, fun χ => ?_⟩, fun R => ⟨bandEnergy_rotate, fun hE => ?_⟩⟩
  · rw [AddChar.complexBasis_apply]
    exact ⟨rfl, character_eigenvector hH χ⟩
  · -- two linear maps that agree on all characters are equal
    have key : H ∘ₗ pointOp R = pointOp R ∘ₗ H := by
      apply (AddChar.complexBasis A).ext
      intro χ
      rw [AddChar.complexBasis_apply]
      show H (⇑(rotate R χ)) = pointOp R (H (⇑χ))
      rw [character_eigenvector hH (rotate R χ), hE χ, character_eigenvector hH χ, map_smul]
      rfl
    exact fun f => LinearMap.congr_fun key f
```

The hypothesis `[Finite A]` now enters. The theorem has two parts, joined by `∧`. First, there is a basis of the space of wave functions, indexed by the characters, whose member at $\chi$ is $\chi$ itself and is an eigenvector with eigenvalue $E(\chi)$. Second, for every $R$,
$$HP_R=P_RH \iff E(\chi\circ R)=E(\chi)\ \text{ for all }\chi.$$

**The basis.** Let $\chi\neq\psi$ be characters, and choose $a$ with $\chi(a)\neq\psi(a)$. Shifting the summation variable by $a$ gives
$$\sum_x\overline{\psi(x)}\chi(x)=\overline{\psi(a)}\chi(a)\sum_x\overline{\psi(x)}\chi(x).$$
Because $|\psi(a)|=1$, the prefactor differs from 1, so the sum vanishes. Distinct characters are thus orthogonal and independent. To count them, write $A$ as a product of cyclic groups of orders $n_1,\dots,n_m$. A character is fixed by choosing an $n_j$-th root of unity for each generator, which gives $n_1\cdots n_m=|A|$ characters, the dimension of the space. Lean takes this basis from Mathlib as `AddChar.complexBasis A`, and the previous eigenvector theorem supplies the energies.

**The equivalence.** The forward direction is `bandEnergy_rotate`. For the converse, assume that the energies agree. Then on each character
$$HP_R\chi=H(\chi\circ R)=E(\chi\circ R)\,\chi\circ R=E(\chi)\,P_R\chi=P_R(E(\chi)\chi)=P_RH\chi.$$
Two linear operators that agree on a basis are equal. The Lean command `apply (AddChar.complexBasis A).ext` makes that reduction, and the long `rw` carries out the chain of equalities.

Translation invariance matters for both parts. On the three-site ring, let $(Hf)(x)=v(x)f(x)$ with $v(1)\neq v(2)$. The constant wave is not an eigenvector, because $v$ is not constant. Moreover $(H\chi)(0)=v(0)$ for every $\chi$, so all the numbers $E(\chi)$ agree, yet $H$ does not commute with inversion.

At the other extreme, a lattice with a single point has one character, the constant 1, and $H$ is multiplication by the number $E(1)$. The only point operation is the identity, and both parts hold trivially.

## Counting the arms of a star

```lean
/-- For a translation-invariant Hamiltonian on a finite periodic lattice, the degeneracy of the
level `bandEnergy H χ` is at least the size of any finite set `S` of wave vectors obtained from `χ`
by point symmetries of the Hamiltonian. -/
theorem star_card_le_degeneracy [Finite A] {H : End ℂ (A → ℂ)}
    (hH : TranslationInvariant H) (χ : AddChar A ℂ) (S : Finset (AddChar A ℂ))
    (hS : ∀ ψ ∈ S, ∃ R : A ≃+ A, PointSymmetric H R ∧ ψ = rotate R χ) :
    S.card ≤ finrank ℂ (End.eigenspace H (bandEnergy H χ)) := by
  -- every arm of the star lies in the same eigenspace
  have hmem : ∀ ψ : S, (⇑ψ.1 : A → ℂ) ∈ End.eigenspace H (bandEnergy H χ) := by
    intro ψ
    obtain ⟨R, hR, hψ⟩ := hS ψ.1 ψ.2
    rw [End.mem_eigenspace_iff, character_eigenvector hH ψ.1, hψ, bandEnergy_rotate hR]
  let v : S → End.eigenspace H (bandEnergy H χ) := fun ψ => ⟨⇑ψ.1, hmem ψ⟩
  -- distinct characters are linearly independent
  have hv : LinearIndependent ℂ v := by
    apply LinearIndependent.of_comp (End.eigenspace H (bandEnergy H χ)).subtype
    have h := (AddChar.complexBasis A).linearIndependent.comp
      (fun ψ : S => ψ.1) Subtype.val_injective
    have e : (fun ψ : S => (⇑ψ.1 : A → ℂ)) =
        ⇑(AddChar.complexBasis A) ∘ (fun ψ : S => ψ.1) := by
      funext ψ
      exact (AddChar.complexBasis_apply ψ.1).symm
    have h' : LinearIndependent ℂ (fun ψ : S => (⇑ψ.1 : A → ℂ)) := by
      rw [e]
      exact h
    exact h'
  have hcard := hv.fintype_card_le_finrank
  rwa [Fintype.card_coe] at hcard
```

The star of $\chi$ is the set of distinct wave vectors $\chi\circ R$ obtained from the symmetries $R$ of $H$. The theorem takes any finite set `S` of such wave vectors, possibly only part of the star, and states
$$|S|\le\dim\{f : Hf=E(\chi)f\}.$$
In Lean, `finrank` is this dimension and `End.eigenspace` is the eigenspace.

The argument by hand is short. If $\psi=\chi\circ R$ is in $S$, then $H\psi=E(\psi)\psi=E(\chi)\psi$, so $\psi$ lies in the eigenspace of $E(\chi)$. Distinct characters are independent, and a space containing $|S|$ independent vectors has dimension at least $|S|$.

The proof follows these steps. `hmem` puts every member of `S` in the eigenspace, `v` lists them as vectors of that space, and `hv` shows that they are independent because they are part of the character basis. The last two lines compare their number with the dimension.

The result is a lower bound. Wave vectors from different stars may have the same energy by accident, which raises the degeneracy further. The theorem does not treat the little group of $\chi$, formed by the symmetries that leave $\chi$ fixed, or its small representations.

## The six-site Hückel ring

```lean
/-- The Hückel Hamiltonian of a six-site ring with on-site energy `α` and nearest-neighbour
hopping `β`. -/
def huckelRing (α β : ℂ) : End ℂ (ZMod 6 → ℂ) :=
  α • LinearMap.id + β • (translate 1 + translate (-1))
```

`ZMod 6` is the ring of integers modulo 6, here the six carbon sites of benzene. The operator is $H=\alpha+\beta(T_1+T_{-1})$. The constant $\alpha$ stands for the energy of an electron in the $2p$ orbital that one carbon atom contributes to the $\pi$ system, and $\beta$ for the coupling between neighbouring orbitals. Both may be complex in the file; real values make $H$ Hermitian.

```lean
theorem huckelRing_apply (α β : ℂ) (f : ZMod 6 → ℂ) (x : ZMod 6) :
    huckelRing α β f x = α * f x + β * (f (x + 1) + f (x + -1)) := by
  simp [huckelRing, translate_apply]
  ring
```

Written out at a site, the operator is
$$(Hf)(x)=\alpha f(x)+\beta\bigl(f(x+1)+f(x-1)\bigr).$$
The tactic `simp` unfolds the definitions, and `ring` settles the remaining algebra.

```lean
/-- The six-site Hückel ring commutes with translations and with `x ↦ -x`, and its band energy is `α
+ β (χ(1) + χ(-1))`. -/
theorem huckelRing_witness (α β : ℂ) :
    TranslationInvariant (huckelRing α β) ∧
    PointSymmetric (huckelRing α β) (AddEquiv.neg (ZMod 6)) ∧
    ∀ χ : AddChar (ZMod 6) ℂ,
      bandEnergy (huckelRing α β) χ = α + β * (χ 1 + χ (-1)) := by
  refine ⟨fun a f => ?_, fun f => ?_, fun χ => ?_⟩
  · funext x
    simp only [huckelRing_apply, translate_apply]
    rw [add_right_comm x 1 a, add_right_comm x (-1) a]
  · funext x
    -- inversion turns a step of `+1` into a step of `-1`, and conversely
    have h1 : -(x + 1) = -x + -1 := by ring
    have h2 : -(x + -1) = -x + 1 := by ring
    have hl : huckelRing α β (pointOp (AddEquiv.neg (ZMod 6)) f) x
        = α * f (-x) + β * (f (-(x + 1)) + f (-(x + -1))) := huckelRing_apply α β _ x
    have hr : pointOp (AddEquiv.neg (ZMod 6)) (huckelRing α β f) x
        = α * f (-x) + β * (f (-x + 1) + f (-x + -1)) := huckelRing_apply α β f (-x)
    rw [hl, hr, h1, h2]
    ring
  · simp only [bandEnergy, huckelRing_apply, zero_add, AddChar.map_zero_eq_one, mul_one]

end

end BlochStarDegeneracy
```

The three claims show that the hypotheses are met by a familiar model. Inversion here means $x\mapsto -x$ on the site labels. In the benzene molecule this is a reflection that fixes the atoms 0 and 3, whereas inversion through the centre of the molecule sends site $x$ to $x+3$. For translations, both $HT_af$ and $T_aHf$ have the value
$$\alpha f(x+a)+\beta\bigl(f(x+a+1)+f(x+a-1)\bigr)$$
at $x$. For inversion, $HP_Rf$ at $x$ contains $f(-(x+1))+f(-(x-1))$, while $P_RHf$ contains $f(-x+1)+f(-x-1)$. These are the same two terms in the opposite order, which is what `h1` and `h2` express. For the energy, evaluate $H\chi$ at the origin and use $\chi(0)=1$:
$$E(\chi)=\alpha+\beta\bigl(\chi(1)+\chi(-1)\bigr).$$

With $\chi_k(x)=e^{2\pi ikx/6}$ this becomes $E_k=\alpha+2\beta\cos(2\pi k/6)$. Inversion pairs $k=1$ with $k=5$ and $k=2$ with $k=4$, so the levels $\alpha+\beta$ and $\alpha-\beta$ are each at least doubly degenerate. The waves $k=0$ and $k=3$ are their own partners, and for them inversion forces no degeneracy.

```lean
#print axioms BlochStarDegeneracy.bloch_basis_and_band_symmetry
#print axioms BlochStarDegeneracy.star_card_le_degeneracy
```

```
'BlochStarDegeneracy.bloch_basis_and_band_symmetry' depends on axioms: [propext, Classical.choice, Quot.sound]
'BlochStarDegeneracy.star_card_le_degeneracy' depends on axioms: [propext, Classical.choice, Quot.sound]
```
